# Shift and clock matrices on an N-site ring: exchange phase, trace orthogonality and completeness

A particle moves on a ring of N sites, such as the grid points of a one-dimensional Born–von Karman cell. Its wave function can be translated by one site, or multiplied by a plane-wave phase that changes its crystal momentum. What does exchanging the two operations cost, and can every operator on the ring be assembled from them?

## The exchange phase and the trace rule

Let N ≥ 1, let x label the sites modulo N, and set w = exp(2πi/N). The shift T and the clock Z act on a wave function f by

(T f)(x) = f(x+1), (Z f)(x) = w^x f(x).

For all natural numbers a, b, c, d,

T^a Z^b = w^(ab) Z^b T^a,

trace((T^a Z^b)† T^c Z^d) = N if a ≡ c and b ≡ d modulo N, and 0 otherwise.

The case a = b = 1 of the first line is T Z = w Z T. Every N × N complex matrix A has the expansion

A = Σ_(a,b) [trace((T^a Z^b)† A)/N] T^a Z^b,

where a and b run from 0 to N−1. The matrices T^a Z^b/√N are therefore an orthonormal basis for the trace inner product.

## Array rolls and operator coefficients

In NumPy, `np.roll(f, -1)` applies T. Code that replaces T^a Z^b by Z^b T^a reproduces the same array once the result is multiplied by w^(ab); for rolls the other way, w is replaced by its inverse. The factor is a global phase of the resulting state, so densities and expectation values computed in that state do not change. It does matter when differently ordered terms are added, and in the expectation value of the product T^a Z^b itself. For a potential V(x), only the terms with a = 0 survive, and their coefficients are the discrete Fourier coefficients

(1/N) Σ_x w^(−bx) V(x).

For a single particle on a finite ring, the expansion thus separates an operator into hops of definite length and Fourier components in position.

At N = 1, both matrices are the number 1 and the trace is 1. At N = 2, w = −1, T is the Pauli matrix σx and Z is σz. The four products are 1, σz, σx and σxσz = −iσy, so the expansion is the Pauli decomposition of a 2 × 2 matrix, up to the phase of σy.

## From matrix elements to a phase sum

For the exchange rule, apply Z^b first and then translate:

(T^a Z^b f)(x) = w^(b(x+a)) f(x+a) = w^(ab) w^(bx) f(x+a) = w^(ab) (Z^b T^a f)(x).

Passing the edge of the ring does no harm, because w^N = 1.

For the trace, the matrix element of T^a Z^b between x and y is w^(by) if y = x + a on the ring, and 0 otherwise. Hence

trace((T^a Z^b)† T^c Z^d) = Σ_y Σ_x conj((T^a Z^b)_(xy)) (T^c Z^d)_(xy).

A nonzero term needs y = x + a = x + c, so the trace vanishes unless a ≡ c modulo N. If a ≡ c, each y has exactly one partner x, and the trace becomes

S = Σ_y ζ^y, with ζ = conj(w^b) w^d = w^(d−b).

Since ζ^N = 1, multiplying by ζ only moves the terms around the ring:

ζS = Σ_y ζ^(y+1) = S, so (ζ − 1)S = 0.

Either ζ = 1 and S = N, or S = 0. Because w is a primitive N-th root of unity, ζ = 1 exactly when b ≡ d modulo N.

For the expansion, suppose Σ_(a,b) g(a,b) T^a Z^b = 0. Multiplying by (T^c Z^d)† and taking the trace gives N g(c,d) = 0, so the N² products are linearly independent. The space of N × N matrices has dimension N², so they span it. Write A = Σ_(a,b) g(a,b) T^a Z^b and take the same trace:

trace((T^c Z^d)† A) = N g(c,d).

Division by N gives the stated coefficient.

## The Lean file for all N ≥ 1

```lean
import Mathlib

open Matrix

namespace ClockShift

noncomputable section

/-- The elementary phase `w = exp(2πi/N)` of a ring of `N` sites, for `N ≠ 0`. -/
def omega (N : ℕ) : ℂ := Complex.exp (2 * Real.pi * Complex.I / N)

/-- The translation operator `T` by one site, as a matrix in the site basis. -/
def shift (N : ℕ) : Matrix (ZMod N) (ZMod N) ℂ :=
  Matrix.of fun x y => if y = x + 1 then 1 else 0

/-- The clock operator `Z`, diagonal in the site basis with entries `w^x`, for `N ≠ 0`. -/
def clock (N : ℕ) : Matrix (ZMod N) (ZMod N) ℂ :=
  Matrix.diagonal fun x => omega N ^ x.val

variable (N : ℕ) [NeZero N]

/-- The product `T^a Z^b` of powers of the shift and the clock, for `N ≠ 0`. -/
def weyl (a b : ℕ) : Matrix (ZMod N) (ZMod N) ℂ := shift N ^ a * clock N ^ b

/-- On a wave function `f`, the operators act as `(T f)(x) = f(x+1)` and
`(Z f)(x) = w^x f(x)`. -/
theorem shift_clock_action (f : ZMod N → ℂ) (x : ZMod N) :
    (shift N *ᵥ f) x = f (x + 1) ∧ (clock N *ᵥ f) x = omega N ^ x.val * f x := by
  constructor
  · simp [shift, Matrix.mulVec, dotProduct]
  · rw [clock, Matrix.mulVec_diagonal]

/-- The phase `w` is a primitive `N`-th root of unity. -/
theorem omega_primitive : IsPrimitiveRoot (omega N) N :=
  Complex.isPrimitiveRoot_exp N (NeZero.ne N)

/-- The relative phase `conj(w^b) w^d` is one exactly when `b` and `d` agree modulo `N`. -/
theorem relative_phase_eq_one_iff (b d : ℕ) :
    star (omega N ^ b) * omega N ^ d = 1 ↔ (b : ZMod N) = d := by
  have h1 := (omega_primitive N).pow_eq_one
  have hs : star (omega N) * omega N = 1 := by
    rw [Complex.star_def, Complex.conj_mul',
      Complex.norm_eq_one_of_pow_eq_one h1 (NeZero.ne N)]
    norm_num
  have hpow : ∀ k : ℕ, star (omega N ^ k) * omega N ^ k = 1 := fun k => by
    rw [star_pow, ← mul_pow, hs, one_pow]
  rw [ZMod.natCast_eq_natCast_iff']
  constructor
  · intro h
    have e : omega N ^ b = omega N ^ d := by
      calc omega N ^ b = omega N ^ b * (star (omega N ^ b) * omega N ^ d) := by
            rw [h, mul_one]
        _ = (star (omega N ^ b) * omega N ^ b) * omega N ^ d := by ring
        _ = omega N ^ d := by rw [hpow, one_mul]
    rw [pow_eq_pow_mod b h1, pow_eq_pow_mod d h1] at e
    exact (omega_primitive N).pow_inj (Nat.mod_lt _ (NeZero.pos N))
      (Nat.mod_lt _ (NeZero.pos N)) e
  · intro h
    have e : omega N ^ d = omega N ^ b := by
      rw [pow_eq_pow_mod d h1, pow_eq_pow_mod b h1, h]
    rw [e]
    exact hpow b

variable {N}

/-- If `ζ^N = 1`, moving `k` sites around the ring multiplies the plane wave `ζ^x`
by `ζ^k`. -/
theorem phase_shift {ζ : ℂ} (h : ζ ^ N = 1) (x : ZMod N) (k : ℕ) :
    ζ ^ (x + (k : ZMod N)).val = ζ ^ x.val * ζ ^ k := by
  rw [ZMod.val_add, ← pow_eq_pow_mod _ h, pow_add, ZMod.val_natCast,
    ← pow_eq_pow_mod _ h]

/-- If `ζ^N = 1`, the plane wave `ζ^x` summed over the ring gives `N` for `ζ = 1`
and zero otherwise. -/
theorem sum_phase {ζ : ℂ} (h : ζ ^ N = 1) :
    ∑ x : ZMod N, ζ ^ x.val = if ζ = 1 then (N : ℂ) else 0 := by
  split_ifs with h1
  · simp [h1, ZMod.card]
  · -- translating the ring by one site leaves the sum unchanged
    have key : ζ * ∑ x : ZMod N, ζ ^ x.val = ∑ x : ZMod N, ζ ^ x.val := by
      calc ζ * ∑ x : ZMod N, ζ ^ x.val = ∑ x : ZMod N, ζ ^ (x + 1).val := by
            rw [Finset.mul_sum]
            refine Finset.sum_congr rfl fun x _ => ?_
            have e := phase_shift h x 1
            rw [Nat.cast_one, pow_one] at e
            rw [e, mul_comm]
        _ = ∑ x : ZMod N, ζ ^ x.val :=
            Equiv.sum_comp (Equiv.addRight (1 : ZMod N)) (fun x => ζ ^ x.val)
    have h0 : (ζ - 1) * ∑ x : ZMod N, ζ ^ x.val = 0 := by linear_combination key
    exact (mul_eq_zero.mp h0).resolve_left (sub_ne_zero.mpr h1)

variable (N)

/-- The matrix element of `T^a` between sites `x` and `y` is one if `y = x + a` on the
ring, and zero otherwise. -/
theorem shift_pow_apply (a : ℕ) (x y : ZMod N) :
    (shift N ^ a) x y = if y = x + (a : ZMod N) then 1 else 0 := by
  induction a generalizing x with
  | zero => simp [Matrix.one_apply, eq_comm]
  | succ n ih =>
    rw [pow_succ', Matrix.mul_apply]
    simp only [ih]
    simp only [shift, Matrix.of_apply, ite_mul, one_mul, zero_mul,
      Finset.sum_ite_eq', Finset.mem_univ, if_true]
    rw [show x + 1 + (n : ZMod N) = x + ((n + 1 : ℕ) : ZMod N) by push_cast; ring]

/-- Weyl commutation relation: `T^a Z^b = w^(ab) Z^b T^a`. -/
theorem weyl_commutation (a b : ℕ) :
    shift N ^ a * clock N ^ b = omega N ^ (a * b) • (clock N ^ b * shift N ^ a) := by
  ext x y
  rw [clock, Matrix.diagonal_pow, Matrix.mul_diagonal, Matrix.smul_apply,
    Matrix.diagonal_mul, smul_eq_mul, shift_pow_apply]
  by_cases h : y = x + (a : ZMod N)
  · rw [if_pos h, h]
    simp only [Pi.pow_apply, phase_shift (omega_primitive N).pow_eq_one]
    ring
  · rw [if_neg h]
    simp

/-- The clock and the shift commute up to the elementary phase: `T Z = w Z T`. -/
theorem shift_mul_clock : shift N * clock N = omega N • (clock N * shift N) := by
  simpa only [pow_one, mul_one] using weyl_commutation N 1 1

/-- The trace of `(T^a Z^b)† T^c Z^d` is `N` if `a = c` and `b = d` modulo `N`, and zero
otherwise. -/
theorem weyl_orthogonality (a b c d : ℕ) :
    ((weyl N a b)ᴴ * weyl N c d).trace =
      if (a : ZMod N) = c ∧ (b : ZMod N) = d then (N : ℂ) else 0 := by
  have entry : ∀ (k l : ℕ) (x y : ZMod N), weyl N k l x y =
      if y = x + (k : ZMod N) then (omega N ^ l) ^ y.val else 0 := by
    intro k l x y
    rw [weyl, clock, Matrix.diagonal_pow, Matrix.mul_diagonal, shift_pow_apply]
    simp only [Pi.pow_apply, ite_mul, one_mul, zero_mul]
    rw [pow_right_comm]
  simp only [Matrix.trace, Matrix.diag_apply, Matrix.mul_apply,
    Matrix.conjTranspose_apply, entry]
  by_cases hac : (a : ZMod N) = c
  · -- equal translations: one site x contributes for each y, leaving a phase sum
    have inner_sum : ∀ y : ZMod N,
        ∑ x : ZMod N, star (if y = x + (a : ZMod N) then (omega N ^ b) ^ y.val else 0) *
          (if y = x + (c : ZMod N) then (omega N ^ d) ^ y.val else 0) =
        (star (omega N ^ b) * omega N ^ d) ^ y.val := by
      intro y
      rw [Finset.sum_eq_single (y - (c : ZMod N))]
      · rw [hac, sub_add_cancel, if_pos rfl, if_pos rfl]
        simp only [star_pow, mul_pow]
      · intro x _ hx
        have hne : ¬ y = x + (c : ZMod N) := fun h => hx (by rw [h, add_sub_cancel_right])
        rw [if_neg hne, mul_zero]
      · intro h
        exact absurd (Finset.mem_univ _) h
    have hζ : (star (omega N ^ b) * omega N ^ d) ^ N = 1 := by
      rw [mul_pow, ← star_pow, pow_right_comm (omega N) b N,
        pow_right_comm (omega N) d N, (omega_primitive N).pow_eq_one]
      simp
    rw [Finset.sum_congr rfl (fun y _ => inner_sum y), sum_phase hζ]
    by_cases hbd : (b : ZMod N) = d
    · rw [if_pos ((relative_phase_eq_one_iff N b d).mpr hbd), if_pos ⟨hac, hbd⟩]
    · rw [if_neg (fun h => hbd ((relative_phase_eq_one_iff N b d).mp h)),
        if_neg (fun h => hbd h.2)]
  · -- different translations have no matrix element in common
    rw [if_neg (fun h => hac h.1)]
    refine Finset.sum_eq_zero fun y _ => Finset.sum_eq_zero fun x _ => ?_
    by_cases h : y = x + (a : ZMod N)
    · have hne : ¬ y = x + (c : ZMod N) := fun h' =>
        hac (add_left_cancel (h.symm.trans h'))
      rw [if_neg hne, mul_zero]
    · rw [if_neg h, star_zero, zero_mul]

/-- Every operator `A` on the ring is the sum over `a, b` modulo `N` of
`T^a Z^b` with coefficient `trace((T^a Z^b)† A) / N`. -/
theorem weyl_expansion (A : Matrix (ZMod N) (ZMod N) ℂ) :
    A = ∑ p : ZMod N × ZMod N,
      (((weyl N p.1.val p.2.val)ᴴ * A).trace / N) • weyl N p.1.val p.2.val := by
  have hN : (N : ℂ) ≠ 0 := Nat.cast_ne_zero.mpr (NeZero.ne N)
  -- orthogonality projects out a single coefficient
  have proj : ∀ (g : ZMod N × ZMod N → ℂ) (q : ZMod N × ZMod N),
      ((weyl N q.1.val q.2.val)ᴴ * ∑ p, g p • weyl N p.1.val p.2.val).trace = N * g q := by
    intro g q
    rw [Matrix.mul_sum, Matrix.trace_sum]
    simp only [Matrix.mul_smul, Matrix.trace_smul, weyl_orthogonality,
      ZMod.natCast_zmod_val, smul_eq_mul]
    rw [Finset.sum_eq_single q]
    · rw [if_pos ⟨rfl, rfl⟩, mul_comm]
    · intro p _ hp
      rw [if_neg (fun h => hp (Prod.ext h.1.symm h.2.symm)), mul_zero]
    · intro h
      exact absurd (Finset.mem_univ _) h
  have li : LinearIndependent ℂ
      (fun p : ZMod N × ZMod N => weyl N p.1.val p.2.val) := by
    refine Fintype.linearIndependent_iff.mpr fun g hg q => ?_
    have h := proj g q
    rw [show ∑ p, g p • weyl N p.1.val p.2.val = 0 from hg, mul_zero,
      Matrix.trace_zero] at h
    exact (mul_eq_zero.mp h.symm).resolve_left hN
  -- N² independent operators fill the N²-dimensional operator space
  have hspan := li.span_eq_top_of_card_eq_finrank'
    (by simp [Module.finrank_matrix, ZMod.card])
  have hA : A ∈ Submodule.span ℂ
      (Set.range fun p : ZMod N × ZMod N => weyl N p.1.val p.2.val) := by
    rw [hspan]
    exact Submodule.mem_top
  obtain ⟨g, hg⟩ := (Submodule.mem_span_range_iff_exists_fun ℂ).mp hA
  have hg' : ∑ p, g p • weyl N p.1.val p.2.val = A := hg
  have coef : ∀ q : ZMod N × ZMod N,
      ((weyl N q.1.val q.2.val)ᴴ * A).trace / N = g q := by
    intro q
    rw [← hg', proj, mul_div_cancel_left₀ _ hN]
  simp only [coef]
  exact hg'.symm

end

end ClockShift
```

```lean
#print axioms ClockShift.shift_clock_action
#print axioms ClockShift.shift_mul_clock
#print axioms ClockShift.weyl_expansion
```

```
'ClockShift.shift_clock_action' depends on axioms: [propext, Classical.choice, Quot.sound]
'ClockShift.shift_mul_clock' depends on axioms: [propext, Classical.choice, Quot.sound]
'ClockShift.weyl_expansion' depends on axioms: [propext, Classical.choice, Quot.sound]
```

## How the lemmas follow the phase sum

`shift_clock_action` ties the matrices to their action on wave functions. `shift_pow_apply` finds the matrix elements of T^a by induction on a. `weyl_commutation` then compares entries: where y = x + a, `phase_shift` supplies the factor w^(ab), and elsewhere both sides vanish. `shift_mul_clock` is the case a = b = 1.

`sum_phase` evaluates S; its `Equiv.sum_comp` step is the relabelling of sites by one translation. `relative_phase_eq_one_iff` decides when ζ = 1, using |w| = 1 and `omega_primitive`. In `weyl_orthogonality`, `entry` gives the matrix elements of the products, and the split on `hac` separates equal from unequal translations. For equal ones, `inner_sum` keeps the single site x = y − c and leaves the phase sum.

In `weyl_expansion`, `proj` is the trace projection, `li` is linear independence, and `hspan` is the dimension count. `coef` identifies the coefficients.

## Exponents modulo N and the reach of the theorems

The type `ZMod N` is the ring of sites, and `[NeZero N]` says that N ≠ 0, which excludes `ZMod 0`, the infinite chain of integers. Operators are matrices in the site basis, with `ᴴ` for the adjoint and `*ᵥ` for the action on a wave function. The phase w is `omega N`, and `x.val` is the representative of x between 0 and N−1. Any other representative would give the same clock phase, because w^N = 1; the phase is 1 at the site labelled 0.

The product T^a Z^b is `weyl N a b`, with Z acting first. Its exponents are natural numbers, so an inverse translation enters as T^(N−1). The condition `(a : ZMod N) = c` means equality modulo N; for exponents below N it is ordinary equality. In `weyl_expansion`, the pair `p` runs over all N² labels, and A is arbitrary: it need be neither Hermitian nor unitary.

The theorems concern one finite ring with one complex amplitude per site. They contain no Hamiltonian, no interacting particles and no limit of large N. They use the complex numbers of mathematics, so they put no bound on floating-point error, and they do not verify any particular array or FFT routine. A program's sign, ordering and normalisation conventions have to be matched to those above before its output is compared with these formulas.
